# Truncation error of the Dyson series for the screened interaction when ‖vP‖ < 1

## Interactions, polarizability and norm

Let \(v\) be the bare interaction, \(P\) the irreducible polarizability and \(W\) the screened interaction. All three are elements of a normed ring: they can be added and multiplied, the order of the factors matters, and \(\|ab\|\le\|a\|\,\|b\|\). The screened interaction satisfies the Dyson equation

\[
W = v + vPW .
\]

Write \(r=\|vP\|\), and let

\[
S_n=\sum_{k<n}(vP)^k v
\]

be the screening series cut after \(n\) terms. Thus \(S_0=0\), \(S_1=v\) and \(S_2=v+vPv\).

The product \(vP\) turns a total potential into the potential of the charge it induces. The condition \(r<1\) guarantees that, measured in the chosen norm, a nonzero total potential \(X\) in the ring induces a weaker one: \(\|vPX\|\le r\|X\|<\|X\|\).

## The error after n terms

If \(W=v+vPW\) and \(r<1\), then for every \(n\ge 0\)

\[
W-S_n=(vP)^nW,\qquad \|W-S_n\|\le\frac{r^n\|v\|}{1-r}.
\]

This is `truncated_screening`. In Lean, `A` with `[NormedRing A]` is the ring of interactions, `partialScreening v P n` is \(S_n\), `h` is the Dyson equation and `hr` is \(r<1\). Matrices in a finite basis at one fixed frequency, with a submultiplicative norm, are the typical example.

The theorem takes \(W\) as given; `dyson_equation_witness` supplies a solution when the ring is complete. Nothing in the hypotheses says how \(P\) is computed. It may even come from a converged self-consistent calculation, but the same \(P\) must then be used in the Dyson equation and in every term of the series. The bare interaction must have a finite norm, so in a periodic system the Coulomb interaction at exactly zero wavevector, where it diverges, is covered only after it has been regularised.

## Derivation of the remainder and the bound

**Remainder.** For \(n=0\) the identity reads \(W-0=W\). If it holds for \(n\), then, using \(W-v=vPW\),

\[
W-S_{n+1}=(vP)^nW-(vP)^nv=(vP)^n(W-v)=(vP)^{n+1}W .
\]

**First omitted term.** Let \(e_n=(vP)^nW\). Inserting the Dyson equation for \(W\) gives

\[
e_n=(vP)^nv+(vP)^n\,vPW=(vP)^nv+vP\,e_n ,
\]

because powers of \(vP\) commute with \(vP\). The error therefore obeys a Dyson equation of its own, with the first omitted term as source. Taking norms,

\[
\|e_n\|\le\|(vP)^nv\|+r\|e_n\|
\quad\Longrightarrow\quad
\|e_n\|\le\frac{\|(vP)^nv\|}{1-r}.
\]

**Size of that term.** For \(n=0\) it is \(v\) itself. Each further order multiplies by \(vP\) from the left and costs at most a factor \(r\), so \(\|(vP)^nv\|\le r^n\|v\|\). This gives the stated bound, and since \(r^n\to0\), also \(S_n\to W\).

**Existence.** In a complete ring with \(r<1\), the sum \(S=\sum_{k\ge0}(vP)^k\) converges and satisfies \((1-vP)S=1\). Hence

\[
Sv=(1-vP)Sv+vPSv=v+vP(Sv),
\]

so \(Sv\) solves the Dyson equation.

## Lowest orders and the scalar case

At \(n=0\) the bound limits the screened interaction itself: \(\|W\|\le\|v\|/(1-r)\). At \(n=1\) the error is the induced part, \(W-v=vPW\), with norm at most \(r\|v\|/(1-r)\).

For real numbers with \(0\le vP<1\), \(W=v/(1-vP)\) and \(|W|=|v|/(1-r)\), so \(|W-S_n|=r^n|W|\) equals the bound. Ordinary static screening has the opposite sign, \(vP\le0\). The scalar error is then \(r^n|v|/(1+r)\), and the bound is pessimistic unless \(r\) is small.

For complex numbers with \(v\ne0\), the series converges to a Dyson solution \(W\) exactly when \(|vP|<1\). Indeed, if \(|vP|\ge1\), then \(|W-S_n|=|vP|^n|W|\ge|W|\). Convergence would force \(W=0\), and the Dyson equation would then give \(v=0\). With \(v=1\) and \(P=-2\), for instance, \(W=1/3\) is perfectly finite, while the series \(1-2+4-\cdots\) diverges.

## Iterating the screening equation in a code

In a finite-basis RPA or GW calculation with fixed \(P\), one can solve the linear system \((1-vP)W=v\) directly, or iterate \(X\mapsto v+vPX\) from \(X=0\). After \(n\) steps the iteration has produced \(S_n\). The next term follows from the last by one multiplication with \(vP\), and its norm divided by \(1-r\) bounds the remaining truncation error, rounding aside. If \(r\ge1\) in the chosen norm, this stopping test is unavailable, though for matrices the iteration may still converge.

## The Lean file

```lean
import Mathlib

open Filter Topology

namespace DysonScreeningSeries

/-- The screening series cut after `n` terms: the sum of `(v P)^k v` over `k < n`, with `v` the
bare interaction and `P` the irreducible polarizability. -/
def partialScreening {A : Type*} [Ring A] (v P : A) (n : ℕ) : A :=
  ∑ k ∈ Finset.range n, (v * P) ^ k * v

/-- If `W` solves the Dyson equation `W = v + v P W`, the part of `W` missed by the first `n`
terms of the screening series is exactly `(v P)^n W`. -/
theorem dyson_remainder {A : Type*} [Ring A] {v P W : A}
    (h : W = v + v * P * W) (n : ℕ) :
    W - partialScreening v P n = (v * P) ^ n * W := by
  induction n with
  | zero => simp [partialScreening]
  | succ n ih =>
    -- the induced part of the interaction
    have hv : W - v = v * P * W := sub_eq_iff_eq_add'.mpr h
    calc W - partialScreening v P (n + 1)
        = (W - partialScreening v P n) - (v * P) ^ n * v := by
          simp only [partialScreening, Finset.sum_range_succ]
          abel
      _ = (v * P) ^ n * (W - v) := by rw [ih, mul_sub]
      _ = (v * P) ^ (n + 1) * W := by
          rw [hv, pow_succ, mul_assoc ((v * P) ^ n)]

/-- The term of order `n` in the screening series has norm at most `‖v P‖^n ‖v‖`. -/
theorem norm_term_le {A : Type*} [NormedRing A] (v P : A) (n : ℕ) :
    ‖(v * P) ^ n * v‖ ≤ ‖v * P‖ ^ n * ‖v‖ := by
  induction n with
  | zero => simp
  | succ n ih =>
    calc ‖(v * P) ^ (n + 1) * v‖ = ‖v * P * ((v * P) ^ n * v)‖ := by
          rw [pow_succ', mul_assoc (v * P)]
      _ ≤ ‖v * P‖ * ‖(v * P) ^ n * v‖ := norm_mul_le _ _
      _ ≤ ‖v * P‖ * (‖v * P‖ ^ n * ‖v‖) :=
          mul_le_mul_of_nonneg_left ih (norm_nonneg _)
      _ = ‖v * P‖ ^ (n + 1) * ‖v‖ := by ring

/-- For a solution `W` of the Dyson equation with `‖v P‖ < 1`, the truncation error is at most
the norm of the first omitted term divided by `1 - ‖v P‖`. -/
theorem error_le_first_omitted_term {A : Type*} [NormedRing A] {v P W : A}
    (h : W = v + v * P * W) (hr : ‖v * P‖ < 1) (n : ℕ) :
    ‖W - partialScreening v P n‖ ≤ ‖(v * P) ^ n * v‖ / (1 - ‖v * P‖) := by
  have hc : (v * P) ^ n * (v * P) = v * P * (v * P) ^ n :=
    (pow_succ _ _).symm.trans (pow_succ' _ _)
  -- the error obeys a Dyson equation whose source is the first omitted term
  have he : (v * P) ^ n * W = (v * P) ^ n * v + v * P * ((v * P) ^ n * W) := by
    calc (v * P) ^ n * W = (v * P) ^ n * (v + v * P * W) := by rw [← h]
      _ = (v * P) ^ n * v + v * P * ((v * P) ^ n * W) := by
          rw [mul_add, ← mul_assoc ((v * P) ^ n) (v * P) W, hc, mul_assoc (v * P)]
  have h1 := norm_add_le ((v * P) ^ n * v) (v * P * ((v * P) ^ n * W))
  rw [← he] at h1
  have h2 := norm_mul_le (v * P) ((v * P) ^ n * W)
  rw [dyson_remainder h, le_div_iff₀ (by linarith)]
  nlinarith

/-- Truncated Dyson screening: if `W = v + v P W` and `‖v P‖ < 1`, the first `n` terms of the
screening series miss `W` by exactly `(v P)^n W`, and the norm of this error is at most
`‖v P‖^n ‖v‖ / (1 - ‖v P‖)`. -/
theorem truncated_screening {A : Type*} [NormedRing A] {v P W : A}
    (h : W = v + v * P * W) (hr : ‖v * P‖ < 1) (n : ℕ) :
    W - partialScreening v P n = (v * P) ^ n * W ∧
      ‖W - partialScreening v P n‖ ≤ ‖v * P‖ ^ n * ‖v‖ / (1 - ‖v * P‖) := by
  refine ⟨dyson_remainder h n, (error_le_first_omitted_term h hr n).trans ?_⟩
  rw [div_eq_mul_inv, div_eq_mul_inv]
  exact mul_le_mul_of_nonneg_right (norm_term_le v P n) (inv_nonneg.mpr (by linarith))

/-- If `W = v + v P W` and `‖v P‖ < 1`, the partial sums of the screening series converge in norm
to `W`. -/
theorem screening_series_tendsto {A : Type*} [NormedRing A] {v P W : A}
    (h : W = v + v * P * W) (hr : ‖v * P‖ < 1) :
    Tendsto (fun n => partialScreening v P n) atTop (𝓝 W) := by
  have lim := ((tendsto_pow_atTop_nhds_zero_of_lt_one (norm_nonneg (v * P)) hr).mul_const
    ‖v‖).div_const (1 - ‖v * P‖)
  rw [zero_mul, zero_div] at lim
  rw [tendsto_iff_norm_sub_tendsto_zero]
  refine squeeze_zero (fun n => norm_nonneg _) (fun n => ?_) lim
  rw [norm_sub_rev]
  exact (truncated_screening h hr n).2

/-- In a complete normed ring with `‖v P‖ < 1`, the sum of all powers of `v P`, multiplied by `v`
from the right, solves the Dyson equation. -/
theorem dyson_equation_witness {A : Type*} [NormedRing A] [CompleteSpace A] (v P : A)
    (hr : ‖v * P‖ < 1) :
    (∑' k : ℕ, (v * P) ^ k) * v = v + v * P * ((∑' k : ℕ, (v * P) ^ k) * v) := by
  have hS := mul_neg_geom_series (v * P) hr
  generalize (∑' k : ℕ, (v * P) ^ k) = S at hS ⊢
  calc S * v = (1 - v * P) * S * v + v * P * (S * v) := by noncomm_ring
    _ = v + v * P * (S * v) := by rw [hS, one_mul]

/-- The error bound is sharp: for real numbers with `0 ≤ v P < 1` and `W = v + v P W`, it is an
equality at every order `n`. -/
theorem truncation_bound_sharp {v P W : ℝ} (h : W = v + v * P * W)
    (h0 : 0 ≤ v * P) (h1 : v * P < 1) (n : ℕ) :
    ‖W - partialScreening v P n‖ = ‖v * P‖ ^ n * ‖v‖ / (1 - ‖v * P‖) := by
  have hW : W = v / (1 - v * P) := by
    rw [eq_div_iff (by linarith)]
    linear_combination h
  have hn : ‖W‖ = ‖v‖ / (1 - ‖v * P‖) := by
    rw [hW, norm_div, Real.norm_of_nonneg h0,
      Real.norm_of_nonneg (by linarith : 0 ≤ 1 - v * P)]
  rw [dyson_remainder h, norm_mul, norm_pow, hn, mul_div_assoc]

/-- For complex numbers with `v ≠ 0` and `W = v + v P W`, the screening series converges to `W`
if and only if `|v P| < 1`. -/
theorem scalar_series_tendsto_iff {v P W : ℂ} (hv : v ≠ 0) (h : W = v + v * P * W) :
    Tendsto (fun n => partialScreening v P n) atTop (𝓝 W) ↔ ‖v * P‖ < 1 := by
  refine ⟨fun ht => ?_, fun hr => screening_series_tendsto h hr⟩
  by_contra hlt
  have hge : 1 ≤ ‖v * P‖ := not_lt.mp hlt
  have hlim := ((tendsto_const_nhds (x := W)).sub ht).norm
  rw [sub_self, norm_zero] at hlim
  -- outside the unit disc the error never drops below the size of `W`
  have hle : ‖W‖ ≤ 0 := by
    refine ge_of_tendsto' hlim (fun n => ?_)
    rw [dyson_remainder h, norm_mul, norm_pow]
    exact le_mul_of_one_le_left (norm_nonneg _) (one_le_pow₀ hge)
  have hW : W = 0 := norm_le_zero_iff.mp hle
  apply hv
  rw [hW, mul_zero, add_zero] at h
  exact h.symm

end DysonScreeningSeries
```

```lean
#print axioms DysonScreeningSeries.truncated_screening
#print axioms DysonScreeningSeries.truncation_bound_sharp
#print axioms DysonScreeningSeries.scalar_series_tendsto_iff
```

```
'DysonScreeningSeries.truncated_screening' depends on axioms: [propext, Classical.choice, Quot.sound]
'DysonScreeningSeries.truncation_bound_sharp' depends on axioms: [propext, Classical.choice, Quot.sound]
'DysonScreeningSeries.scalar_series_tendsto_iff' depends on axioms: [propext, Classical.choice, Quot.sound]
```

## From the derivation to the Lean proofs

`dyson_remainder` is the induction for the remainder. It needs only a ring, without a norm. Its `calc` block splits off the last term, factors out \((vP)^n\) and replaces \(W-v\) by \(vPW\).

`norm_term_le` bounds the term of order \(n\). Its induction starts from \(v\), not from the norm of the unit element, so \(\|1\|=1\) is never required.

In `error_le_first_omitted_term`, `hc` is the commutation of \((vP)^n\) with \(vP\), and `he` is the Dyson equation for \(e_n\). The triangle inequality `h1` and submultiplicativity `h2` are then combined by `nlinarith`, after `le_div_iff₀` has cleared the positive denominator \(1-r\). `truncated_screening` joins this estimate to `norm_term_le`.

`screening_series_tendsto` squeezes the error between zero and the bound. `dyson_equation_witness` takes \((1-vP)S=1\) from Mathlib's geometric series and leaves the rearrangement to `noncomm_ring`, which respects the order of the factors.

The two scalar theorems use that the norm of a product of numbers equals the product of the norms. `truncation_bound_sharp` first solves for \(W\). In `scalar_series_tendsto_iff`, one direction is the general convergence theorem; the other assumes \(|vP|\ge1\), and `ge_of_tendsto'` carries the lower bound \(|W|\) on the errors to their limit, zero.
